# Mean energy and unique ground state of closed harmonic-oscillator shells for independent electrons

Take a two-dimensional isotropic oscillator and keep every orbital with at most one quantum. Written as (n₀, n₁), these orbitals are (0,0), (1,0) and (0,1). Give each a budget of one quantum and count what it leaves unused: 1, 0 and 0. Now exchange n₀ with the unused quanta. This swaps (0,0) with (1,0) and leaves (0,1) where it is, so over the three orbitals direction 0 carries exactly as many quanta as remain unused, namely one. The same holds for direction 1. The total budget of three quanta therefore splits into three equal parts, two of which are really present, and an orbital has 2/3 of a quantum on average. At frequency w, with ħ = 1, the zero-point energy is w, and the mean energy is 5w/3.

The same exchange works in d dimensions with at most K quanta per orbital. If each such orbital holds two electrons, the mean energy per electron is

w·d·(2K + d + 1) / (2(d + 1)),

which is 3w(K + 2)/4 for d = 3. When w > 0, this closed-shell configuration also has strictly lower energy than any other configuration of equally many independent electrons in the same oscillator levels.

For a metal cluster modelled as non-interacting electrons in a fixed harmonic well, this gives a reference value for the mean occupied orbital energy, and the proof shows that exciting a closed-shell configuration costs at least w. The comparison is made at fixed electron number and does not rank clusters of different sizes. The frequency w is set by the curvature of the effective confining potential. It is a given number here, not derived from the positive background or from the repulsion between electrons.

```lean
import Mathlib

open Finset

namespace HarmonicClusterEnergy

noncomputable section
```

## Orbitals, spin and configurations

An orbital is a tuple n = (n₀, …, n_{d−1}) of natural numbers, in Lean a function `Fin d → ℕ`. Its energy is taken from the known oscillator spectrum as a definition; the Schrödinger equation is not solved here:

ε(n) = w Σᵢ (nᵢ + 1/2).

```lean
/-- Energy of the oscillator orbital with quantum numbers `n` in `d` dimensions, at
frequency `w` and in units with `ħ = 1`. -/
def level {d : ℕ} (w : ℝ) (n : Fin d → ℕ) : ℝ := w * ∑ i, ((n i : ℝ) + 1 / 2)
```

Shell k consists of the orbitals with k quanta in total. Shells 0 through K together are the orbitals with Σᵢ nᵢ ≤ K. The definition selects them from the finite box in which every nᵢ is at most K.

```lean
/-- The orbitals of shells `0` through `K`: those with at most `K` quanta in total. -/
def filled (d K : ℕ) : Finset (Fin d → ℕ) :=
  (Fintype.piFinset fun _ => range (K + 1)).filter fun n => ∑ i, n i ≤ K
```

A spin-orbital is a pair of an orbital and a `Bool`, whose two values label the spin states. A configuration is a finite set of spin-orbitals. Since a set contains each element at most once, the Pauli principle is built in, and the electron number is the cardinality `C.card`. The closed-shell configuration S pairs every filled orbital with both spins.

```lean
/-- The closed-shell configuration: each orbital through shell `K` is occupied in both
spin states. -/
def closedShell (d K : ℕ) : Finset ((Fin d → ℕ) × Bool) := filled d K ×ˢ univ
```

The electrons are independent, so the energy of a configuration C is the sum of its occupied levels:

E(C) = Σ ε(n), over all (n, spin) in C.

Such a configuration corresponds to a single Slater determinant of oscillator orbitals. Superpositions of determinants do not appear in the comparison below.

```lean
/-- Total energy of independent electrons occupying the spin-orbitals in `C`. -/
def energy {d : ℕ} (w : ℝ) (C : Finset ((Fin d → ℕ) × Bool)) : ℝ :=
  ∑ p ∈ C, level w p.1
```

The mean energy per electron is E(C) divided by the number of electrons in C.

```lean
/-- Mean energy per electron of a nonempty configuration `C`. -/
def meanEnergy {d : ℕ} (w : ℝ) (C : Finset ((Fin d → ℕ) × Bool)) : ℝ :=
  energy w C / (C.card : ℝ)
```

## Trading quanta for unused quanta

Fix a direction i. The exchange replaces nᵢ by the unused quanta K − Σⱼ nⱼ and leaves the other components alone. Subtraction in `ℕ` stops at zero, so this has its intended meaning only for orbitals within the budget, and the lemmas assume that.

```lean
/-- Exchange the quanta in direction `i` with the unused quanta `K - ∑ n j`, for an
orbital with at most `K` quanta. -/
def exchange {d : ℕ} (K : ℕ) (i : Fin d) (n : Fin d → ℕ) : Fin d → ℕ :=
  Function.update n i (K - ∑ j, n j)
```

The box in the definition of `filled` adds no restriction of its own: each component satisfies nᵢ ≤ Σⱼ nⱼ, so a total of at most K already keeps every component at or below K. Membership in the filled shells is thus the single condition Σᵢ nᵢ ≤ K.

```lean
/-- An orbital belongs to the filled shells exactly when it has at most `K` quanta. -/
theorem mem_filled {d K : ℕ} (n : Fin d → ℕ) : n ∈ filled d K ↔ ∑ i, n i ≤ K := by
  rw [filled, mem_filter, Fintype.mem_piFinset]
  refine ⟨fun h => h.2, fun h => ⟨fun i => ?_, h⟩⟩
  have hi : n i ≤ ∑ j, n j :=
    Finset.single_le_sum (f := n) (fun j _ => Nat.zero_le _) (mem_univ i)
  rw [mem_range]
  omega
```

Let n′ be the orbital after the exchange. Its total is the old total, less nᵢ, plus the unused quanta:

Σⱼ n′ⱼ = Σⱼ nⱼ − nᵢ + (K − Σⱼ nⱼ) = K − nᵢ.

The lemma states this as a sum equal to K, which avoids a subtraction. In the proof, `Finset.sum_update_of_mem` separates component i from the rest, for both the new and the old orbital, and `omega` combines the two equations.

```lean
/-- After the exchange, the total number of quanta of a filled orbital is `K` minus the
quanta it had in direction `i`. -/
theorem sum_exchange {d K : ℕ} (i : Fin d) (n : Fin d → ℕ) (hn : n ∈ filled d K) :
    ∑ j, exchange K i n j + n i = K := by
  have h1 := Finset.sum_update_of_mem (mem_univ i) n (K - ∑ j, n j)
  have h2 := Finset.sum_update_of_mem (mem_univ i) n (n i)
  rw [Function.update_eq_self] at h2
  have h3 := (mem_filled n).1 hn
  unfold exchange
  omega
```

The new total K − nᵢ is at most K, so n′ is again a filled orbital. Its unused quanta are K − (K − nᵢ) = nᵢ, so a second exchange puts nᵢ back and restores n. The exchange is therefore a one-to-one relabelling of the filled orbitals, and it turns unused quanta into quanta in direction i. Summed over the filled orbitals n,

Σₙ nᵢ = Σₙ (K − Σⱼ nⱼ).

In the code, `hmem` says that the exchange stays within the filled shells and `hinv` that it undoes itself. `Finset.sum_nbij'` then relabels the sum, with the exchange serving as its own inverse.

```lean
/-- Summed over the filled orbitals, the quanta in any one direction equal the unused
quanta. -/
theorem sum_quanta_eq_unused {d : ℕ} (K : ℕ) (i : Fin d) :
    ∑ n ∈ filled d K, (n i : ℝ) = ∑ n ∈ filled d K, ((K : ℝ) - ∑ j, (n j : ℝ)) := by
  have hmem : ∀ n ∈ filled d K, exchange K i n ∈ filled d K := by
    intro n hn
    have h := sum_exchange i n hn
    rw [mem_filled]
    omega
  -- exchanging twice restores the orbital
  have hinv : ∀ n ∈ filled d K, exchange K i (exchange K i n) = n := by
    intro n hn
    have h := sum_exchange i n hn
    have h' : K - ∑ j, exchange K i n j = n i := by omega
    change Function.update (exchange K i n) i (K - ∑ j, exchange K i n j) = n
    rw [h', exchange, Function.update_idem, Function.update_eq_self]
  refine Finset.sum_nbij' (exchange K i) (exchange K i) hmem hmem hinv hinv ?_
  intro n hn
  have h : (∑ j, (exchange K i n j : ℝ)) + (n i : ℝ) = K := by
    exact_mod_cast sum_exchange i n hn
  linarith
```

Let N be the number of filled orbitals and Q = Σₙ Σᵢ nᵢ their total number of quanta. The right-hand side above is KN − Q for every direction. Adding up the d directions gives

Q = d(KN − Q), hence (d + 1)Q = dKN.

The proof sums the previous lemma over i, interchanges the two sums with `Finset.sum_comm`, and lets `linear_combination` do the rearrangement.

```lean
/-- The quanta of all filled orbitals together, times `d + 1`, equal `d * K` times the
number of these orbitals. -/
theorem total_quanta (d K : ℕ) :
    ((d : ℝ) + 1) * ∑ n ∈ filled d K, ∑ i, (n i : ℝ) = d * K * (filled d K).card := by
  have h : ∑ i : Fin d, ∑ n ∈ filled d K, (n i : ℝ)
      = ∑ _i : Fin d, ∑ n ∈ filled d K, ((K : ℝ) - ∑ j, (n j : ℝ)) :=
    Finset.sum_congr rfl fun i _ => sum_quanta_eq_unused K i
  rw [Finset.sum_comm, Finset.sum_const, Finset.card_univ, Fintype.card_fin,
    Finset.sum_sub_distrib, Finset.sum_const, nsmul_eq_mul, nsmul_eq_mul] at h
  linear_combination h
```

## From quanta to the mean energy

Each of the d directions contributes w/2 of zero-point energy, so

ε(n) = w(Σᵢ nᵢ + d/2).

```lean
/-- The level energy is `w * (q + d / 2)`, where `q` is the total number of quanta. -/
theorem level_eq {d : ℕ} (w : ℝ) (n : Fin d → ℕ) :
    level w n = w * (∑ i, (n i : ℝ) + d / 2) := by
  rw [level, Finset.sum_add_distrib, Finset.sum_const, Finset.card_univ,
    Fintype.card_fin, nsmul_eq_mul]
  ring
```

Both spin states have the same orbital energy. The closed-shell configuration therefore has 2N electrons and energy

E(S) = 2w(Q + Nd/2).

There is always at least one filled orbital, the one without quanta, so N > 0 and the division is legitimate:

E(S)/(2N) = w(Q/N + d/2) = w(dK/(d + 1) + d/2) = w·d·(2K + d + 1)/(2(d + 1)).

The auxiliary facts `hpos`, `hC` and `hE` supply N > 0, the electron number and the energy. After cross-multiplication, what remains is 4w times the identity for Q. No sign condition on w is needed for this theorem.

```lean
/-- In `d` dimensions, the mean energy per electron with all shells through `K` doubly
filled is `w d (2K + d + 1) / (2 (d + 1))`. -/
theorem meanEnergy_closedShell (d K : ℕ) (w : ℝ) :
    meanEnergy w (closedShell d K) = w * d * (2 * K + d + 1) / (2 * ((d : ℝ) + 1)) := by
  have hpos : (0 : ℝ) < (filled d K).card := by
    have h0 : (fun _ => 0 : Fin d → ℕ) ∈ filled d K := by
      rw [mem_filled]
      simp
    exact_mod_cast Finset.card_pos.2 ⟨_, h0⟩
  have hC : ((closedShell d K).card : ℝ) = (filled d K).card * 2 := by
    rw [closedShell, Finset.card_product, Finset.card_univ, Fintype.card_bool]
    push_cast
    ring
  -- both spin states contribute the same orbital energy
  have hE : energy w (closedShell d K) = 2 * (w * (∑ n ∈ filled d K, ∑ i, (n i : ℝ)
      + (filled d K).card * ((d : ℝ) / 2))) := by
    have h2 : energy w (closedShell d K) = 2 * ∑ n ∈ filled d K, level w n := by
      rw [energy, closedShell, Finset.sum_product, Finset.mul_sum]
      refine Finset.sum_congr rfl fun n _ => ?_
      simp
    rw [h2, Finset.sum_congr rfl fun n _ => level_eq w n, ← Finset.mul_sum,
      Finset.sum_add_distrib, Finset.sum_const, nsmul_eq_mul]
  rw [meanEnergy, hE, hC, div_eq_div_iff (by positivity) (by positivity)]
  linear_combination 4 * w * total_quanta d K
```

For three dimensions, set d = 3:

3w(2K + 4)/8 = 3w(K + 2)/4.

For K = 0, 1, 2, 3 the mean is 3w/2, 9w/4, 3w and 15w/4. Counting orbitals directly gives 2, 8, 20 and 40 electrons in these four cases, the magic numbers of the model; a general formula for the electron number is neither needed nor established here.

```lean
/-- In the three-dimensional cluster model, the mean energy per electron with all shells
through `K` doubly filled is `3 w (K + 2) / 4`. -/
theorem meanEnergy_cluster (K : ℕ) (w : ℝ) :
    meanEnergy w (closedShell 3 K) = 3 * w * (K + 2) / 4 := by
  rw [meanEnergy_closedShell]
  push_cast
  ring
```

## The cost of leaving the closed shells

Let C be any configuration with as many electrons as S. Call the spin-orbitals in C but not in S promoted electrons, and those in S but not in C holes. Removing the common part from two sets of equal size leaves equally many of each, say m. A promoted electron has at least K + 1 quanta, while a hole has at most K. For w ≥ 0 this gives

promoted electron: ε ≥ w(K + 1 + d/2),

hole: ε ≤ w(K + d/2).

The common spin-orbitals cancel in the energy difference, and therefore

E(C) − E(S) ≥ m·w(K + 1 + d/2) − m·w(K + d/2) = m·w.

In Lean, m is `(C \ closedShell d K).card`. The equality of the two counts is `hcard`, the bounds summed over promoted electrons and over holes are `hup` and `hdown`, and `e1` and `e2` split each energy into its common part and the remainder.

```lean
/-- For `w ≥ 0`, a configuration `C` with as many electrons as the closed-shell configuration has an
energy above the closed-shell energy by at least `w` times the number of electrons of `C` outside
the closed shells. -/
theorem excitation_cost {d K : ℕ} {w : ℝ} (hw : 0 ≤ w)
    (C : Finset ((Fin d → ℕ) × Bool)) (hC : C.card = (closedShell d K).card) :
    energy w (closedShell d K) + w * ((C \ closedShell d K).card : ℝ) ≤ energy w C := by
  have hm : ∀ p : (Fin d → ℕ) × Bool, p ∈ closedShell d K ↔ ∑ i, p.1 i ≤ K := by
    intro p
    simp [closedShell, mem_filled]
  -- there are as many holes as promoted electrons
  have hcard : (closedShell d K \ C).card = (C \ closedShell d K).card := by
    have h1 := Finset.card_sdiff_add_card_inter C (closedShell d K)
    have h2 := Finset.card_sdiff_add_card_inter (closedShell d K) C
    rw [Finset.inter_comm] at h2
    omega
  have hup := Finset.card_nsmul_le_sum (C \ closedShell d K) (fun p => level w p.1)
    (w * ((K : ℝ) + 1 + d / 2)) (by
      intro p hp
      have h : K + 1 ≤ ∑ i, p.1 i := by
        have h' := (hm p).not.1 (Finset.mem_sdiff.1 hp).2
        omega
      have h' : (K : ℝ) + 1 ≤ ∑ i, (p.1 i : ℝ) := by exact_mod_cast h
      change _ ≤ level w p.1
      rw [level_eq]
      exact mul_le_mul_of_nonneg_left (by linarith) hw)
  have hdown := Finset.sum_le_card_nsmul (closedShell d K \ C) (fun p => level w p.1)
    (w * ((K : ℝ) + d / 2)) (by
      intro p hp
      have h' : ∑ i, (p.1 i : ℝ) ≤ (K : ℝ) := by
        exact_mod_cast (hm p).1 (Finset.mem_sdiff.1 hp).1
      change level w p.1 ≤ _
      rw [level_eq]
      exact mul_le_mul_of_nonneg_left (by linarith) hw)
  rw [nsmul_eq_mul] at hup hdown
  rw [hcard] at hdown
  -- the spin-orbitals common to both configurations cancel
  have e1 := Finset.sum_inter_add_sum_sdiff C (closedShell d K) (fun p => level w p.1)
  have e2 := Finset.sum_inter_add_sum_sdiff (closedShell d K) C (fun p => level w p.1)
  rw [Finset.inter_comm] at e2
  unfold energy
  linarith
```

Suppose now that w > 0 and C differs from S. If no electron were promoted, C would be a subset of S with the same number of elements, hence equal to S. So m ≥ 1, and

E(C) ≥ E(S) + m·w > E(S).

The theorem states this strict inequality for every such C, which makes S the unique configuration of lowest energy at its electron number. At w = 0 all levels have energy zero, and the strict inequality fails for any competing configuration.

In the proof, `hex` provides the promoted electron by means of `Finset.eq_of_subset_of_card_le`, and the preceding bound does the rest.

```lean
/-- For `w > 0`, every other configuration with the same number of electrons has strictly
higher energy than the closed-shell configuration. -/
theorem closedShell_unique_ground_state {d K : ℕ} {w : ℝ} (hw : 0 < w)
    (C : Finset ((Fin d → ℕ) × Bool)) (hC : C.card = (closedShell d K).card)
    (hne : C ≠ closedShell d K) : energy w (closedShell d K) < energy w C := by
  have hex : (C \ closedShell d K).Nonempty := by
    rw [Finset.nonempty_iff_ne_empty]
    intro h
    exact hne (Finset.eq_of_subset_of_card_le (Finset.sdiff_eq_empty_iff_subset.1 h) hC.ge)
  have hpos : (0 : ℝ) < (C \ closedShell d K).card := by
    exact_mod_cast Finset.card_pos.2 hex
  have h := excitation_cost hw.le C hC
  have h' := mul_pos hw hpos
  linarith

end

end HarmonicClusterEnergy
```

```lean
#print axioms HarmonicClusterEnergy.meanEnergy_cluster
#print axioms HarmonicClusterEnergy.closedShell_unique_ground_state
```

```
'HarmonicClusterEnergy.meanEnergy_cluster' depends on axioms: [propext, Classical.choice, Quot.sound]
'HarmonicClusterEnergy.closedShell_unique_ground_state' depends on axioms: [propext, Classical.choice, Quot.sound]
```
